# For τ > 0, an Ising field with a real coupling to the local spin can decouple the Hubbard interaction if and only if U ≥ 0

Up and down electrons on the same Hubbard site interact with energy \(U\), so the weight of the site for a step \(\tau\) in imaginary time does not factor into an up part and a down part. Hirsch's decoupling replaces it by an average over an Ising variable \(s=\pm1\) that couples only to the difference of the occupations \(a,b\in\{0,1\}\):

\[
e^{-\tau U(ab-(a+b)/2)}=\tfrac12\sum_{s=\pm1}e^{\lambda s(a-b)},\qquad \cosh\lambda=e^{\tau U/2}.
\]

I understand that for \(\tau>0\) a real \(\lambda\) exists only for \(U\ge0\). Can both statements be made rigorous and machine-checked, preferably for operators on a cluster too?

## Four occupations fix one hyperbolic cosine

Yes. With \(m=a-b\), the right-hand side is \(\tfrac12(e^{\lambda m}+e^{-\lambda m})=\cosh(\lambda m)\). The four occupations then give:

| \((a,b)\) | \(ab-(a+b)/2\) | left side | right side |
|---|---|---|---|
| \((0,0),(1,1)\) | \(0\) | \(1\) | \(\cosh0=1\) |
| \((1,0),(0,1)\) | \(-\tfrac12\) | \(e^{\tau U/2}\) | \(\cosh(\pm\lambda)=\cosh\lambda\) |

The identity therefore holds for all occupations if and only if \(\cosh\lambda=e^{\tau U/2}\).

Since \(\cosh\lambda\ge1\), a real solution requires \(\tau U\ge0\), hence \(U\ge0\). Conversely, if \(U\ge0\), put \(y=e^{\tau U/2}\ge1\), \(r=\sqrt{y^2-1}\) and \(\lambda=\log(y+r)\). Because \((y+r)(y-r)=1\),

\[
\cosh\lambda=\tfrac12\big[(y+r)+(y-r)\big]=y.
\]

As \(\cosh\) is even and strictly increasing on \([0,\infty)\), the real solutions are exactly \(\pm\lambda\), which coincide when \(U=0\).

On \(N\) sites, the weight is a product of site averages. Multiplying it out gives \(2^{-N}\) times a sum over all field configurations. For operators, let \(n_{i\uparrow},n_{i\downarrow}\) be the number operators at site \(i\), put \(H_U=\sum_i U_i\big(n_{i\uparrow}n_{i\downarrow}-\tfrac12(n_{i\uparrow}+n_{i\downarrow})\big)\), and suppose \(\cosh\lambda_i=e^{\tau U_i/2}\) at every site. The number operators are diagonal in the occupation basis, so the same identity holds entry by entry for the operator exponentials:

\[
e^{-\tau H_U}=2^{-N}\sum_{s}\exp\Big(\sum_i\lambda_i s_i(n_{i\uparrow}-n_{i\downarrow})\Big).
\]

## From occupations to matrices in Lean

`hirsch_decoupling` states the existence criterion and, for every real `lam` solving the cosh equation, the site identity. Occupations are real numbers satisfying `IsOccupation`, and `isingAverage` is the mean over \(s=\pm1\). The function `interaction` includes the shift \(-U(a+b)/2\), which places the particle-hole symmetric point at zero chemical potential.

`operator_decoupling` uses real matrices indexed by `Fock ι`, a pair of Boolean patterns for up and down electrons. Its \(U_i\) and \(\lambda_i\) may vary from site to site, and the cosh equation is assumed at each site. The Hamiltonian contains only the interaction: there is no hopping, and no creation operators with their fermionic signs are constructed.

```lean
import Mathlib

open Finset

namespace HirschDecoupling

noncomputable section

/-- A fermionic occupation number takes the value `0` or `1`. -/
def IsOccupation (a : ℝ) : Prop := a = 0 ∨ a = 1

/-- The on-site Hubbard energy `U (a b - (a + b)/2)` for up and down occupations `a`, `b`. -/
def interaction (U a b : ℝ) : ℝ := U * (a * b - (a + b) / 2)

/-- The average of `f s` over the two values `s = +1, -1` of an Ising auxiliary field. -/
def isingAverage (f : ℝ → ℝ) : ℝ := (f 1 + f (-1)) / 2

/-- The explicit coupling `log (y + √(y² - 1))` with `y = exp (τ U / 2)`. -/
def hirschCoupling (τ U : ℝ) : ℝ :=
  Real.log (Real.exp (τ * U / 2) + Real.sqrt (Real.exp (τ * U / 2) ^ 2 - 1))

/-- Averaging `exp (lam s m)` over the Ising field gives `cosh (lam m)`. -/
theorem isingAverage_exp (lam m : ℝ) :
    isingAverage (fun s => Real.exp (lam * s * m)) = Real.cosh (lam * m) := by
  have h1 : lam * 1 * m = lam * m := by ring
  have h2 : lam * (-1) * m = -(lam * m) := by ring
  show (Real.exp (lam * 1 * m) + Real.exp (lam * (-1) * m)) / 2 = _
  rw [h1, h2, Real.cosh_eq]

/-- For `τ U ≥ 0` the explicit coupling solves `cosh lam = exp (τ U / 2)`. -/
theorem cosh_hirschCoupling {τ U : ℝ} (h : 0 ≤ τ * U) :
    Real.cosh (hirschCoupling τ U) = Real.exp (τ * U / 2) := by
  have hy : 1 ≤ Real.exp (τ * U / 2) := by
    have := Real.add_one_le_exp (τ * U / 2)
    linarith
  unfold hirschCoupling
  generalize Real.exp (τ * U / 2) = y at hy ⊢
  have hs : Real.sqrt (y ^ 2 - 1) ^ 2 = y ^ 2 - 1 := Real.sq_sqrt (by nlinarith)
  have hpos : 0 < y + Real.sqrt (y ^ 2 - 1) := by
    have := Real.sqrt_nonneg (y ^ 2 - 1)
    linarith
  -- (y + r)(y - r) = 1 with r = √(y² - 1)
  have hinv : (y + Real.sqrt (y ^ 2 - 1))⁻¹ = y - Real.sqrt (y ^ 2 - 1) :=
    inv_eq_of_mul_eq_one_right (by linear_combination (-1 : ℝ) * hs)
  rw [Real.cosh_eq, Real.exp_neg, Real.exp_log hpos, hinv]
  ring

/-- For `τ > 0` a real `lam` with `cosh lam = exp (τ U / 2)` exists exactly when `U ≥ 0`. -/
theorem exists_coupling_iff {τ : ℝ} (hτ : 0 < τ) (U : ℝ) :
    (∃ lam : ℝ, Real.cosh lam = Real.exp (τ * U / 2)) ↔ 0 ≤ U := by
  constructor
  · rintro ⟨lam, h⟩
    -- cosh ≥ 1 forces τ U ≥ 0
    have h0 : Real.exp 0 ≤ Real.exp (τ * U / 2) := by
      rw [Real.exp_zero, ← h]
      exact Real.one_le_cosh lam
    have h1 : 0 ≤ τ * U / 2 := Real.exp_le_exp.mp h0
    by_contra hU
    have hneg : 0 < -U := by linarith [not_le.mp hU]
    nlinarith [mul_pos hτ hneg]
  · intro hU
    exact ⟨hirschCoupling τ U, cosh_hirschCoupling (mul_nonneg hτ.le hU)⟩

/-- For `τ U ≥ 0` the real solutions of `cosh lam = exp (τ U / 2)` are the explicit coupling
and its negative. -/
theorem coupling_unique {τ U : ℝ} (h : 0 ≤ τ * U) (lam : ℝ) :
    Real.cosh lam = Real.exp (τ * U / 2) ↔
      lam = hirschCoupling τ U ∨ lam = -hirschCoupling τ U := by
  constructor
  · intro hl
    have hc : Real.cosh lam = Real.cosh (hirschCoupling τ U) :=
      hl.trans (cosh_hirschCoupling h).symm
    exact abs_eq_abs.mp
      (le_antisymm (Real.cosh_le_cosh.mp hc.le) (Real.cosh_le_cosh.mp hc.ge))
  · rintro (h1 | h1)
    · rw [h1]
      exact cosh_hirschCoupling h
    · rw [h1, Real.cosh_neg]
      exact cosh_hirschCoupling h

/-- The weight `exp (-τ U (a b - (a + b)/2))` equals the Ising average of `exp (lam s (a - b))`
for all occupations if and only if `cosh lam = exp (τ U / 2)`. -/
theorem spin_decoupling_iff (τ U lam : ℝ) :
    (∀ a b : ℝ, IsOccupation a → IsOccupation b →
        Real.exp (-τ * interaction U a b)
          = isingAverage (fun s => Real.exp (lam * s * (a - b)))) ↔
      Real.cosh lam = Real.exp (τ * U / 2) := by
  constructor
  · intro H
    -- the singly occupied site fixes cosh lam
    have h := H 1 0 (Or.inr rfl) (Or.inl rfl)
    have e1 : -τ * interaction U 1 0 = τ * U / 2 := by unfold interaction; ring
    have e2 : lam * (1 - 0) = lam := by ring
    rw [isingAverage_exp lam (1 - 0), e1, e2] at h
    exact h.symm
  · intro h a b ha hb
    rw [isingAverage_exp lam (a - b)]
    rcases ha with rfl | rfl <;> rcases hb with rfl | rfl
    · have e1 : -τ * interaction U 0 0 = 0 := by unfold interaction; ring
      have e2 : lam * (0 - 0) = 0 := by ring
      rw [e1, e2, Real.exp_zero, Real.cosh_zero]
    · have e1 : -τ * interaction U 0 1 = τ * U / 2 := by unfold interaction; ring
      have e2 : lam * (0 - 1) = -lam := by ring
      rw [e1, e2, Real.cosh_neg, h]
    · have e1 : -τ * interaction U 1 0 = τ * U / 2 := by unfold interaction; ring
      have e2 : lam * (1 - 0) = lam := by ring
      rw [e1, e2, h]
    · have e1 : -τ * interaction U 1 1 = 0 := by unfold interaction; ring
      have e2 : lam * (1 - 1) = 0 := by ring
      rw [e1, e2, Real.exp_zero, Real.cosh_zero]

/-- Hirsch decoupling: for `τ > 0` a real `lam` with `cosh lam = exp (τ U / 2)` exists exactly
when `U ≥ 0`, and for any such `lam` the weight `exp (-τ U (a b - (a + b)/2))` is the Ising
average of `exp (lam s (a - b))` for all occupations. -/
theorem hirsch_decoupling {τ : ℝ} (hτ : 0 < τ) (U : ℝ) :
    ((∃ lam : ℝ, Real.cosh lam = Real.exp (τ * U / 2)) ↔ 0 ≤ U) ∧
      ∀ lam : ℝ, Real.cosh lam = Real.exp (τ * U / 2) →
        ∀ a b : ℝ, IsOccupation a → IsOccupation b →
          Real.exp (-τ * interaction U a b)
            = isingAverage (fun s => Real.exp (lam * s * (a - b))) :=
  ⟨exists_coupling_iff hτ U, fun lam h => (spin_decoupling_iff τ U lam).mpr h⟩

/-- Charge channel: for `τ > 0` a real `lam` with `cosh lam = exp (-τ U / 2)` exists exactly
when `U ≤ 0`, and for any such `lam` the weight `exp (-τ U (a b - (a + b)/2))` is
`exp (τ U / 2)` times the Ising average of `exp (lam s (a + b - 1))`
for all occupations `a`, `b` equal to `0` or `1`. -/
theorem charge_decoupling {τ : ℝ} (hτ : 0 < τ) (U : ℝ) :
    ((∃ lam : ℝ, Real.cosh lam = Real.exp (-τ * U / 2)) ↔ U ≤ 0) ∧
      ∀ lam : ℝ, Real.cosh lam = Real.exp (-τ * U / 2) →
        ∀ a b : ℝ, IsOccupation a → IsOccupation b →
          Real.exp (-τ * interaction U a b)
            = Real.exp (τ * U / 2) *
              isingAverage (fun s => Real.exp (lam * s * (a + b - 1))) := by
  constructor
  · have h := exists_coupling_iff hτ (-U)
    have e : τ * -U / 2 = -τ * U / 2 := by ring
    rw [e] at h
    exact h.trans (by constructor <;> intro h' <;> linarith)
  · intro lam h a b ha hb
    -- the prefactor cancels cosh lam on the empty and doubly occupied site
    have key : Real.exp (τ * U / 2) * Real.cosh lam = 1 := by
      have e : τ * U / 2 + -τ * U / 2 = 0 := by ring
      rw [h, ← Real.exp_add, e, Real.exp_zero]
    rw [isingAverage_exp lam (a + b - 1)]
    rcases ha with rfl | rfl <;> rcases hb with rfl | rfl
    · have e1 : -τ * interaction U 0 0 = 0 := by unfold interaction; ring
      have e2 : lam * (0 + 0 - 1) = -lam := by ring
      rw [e1, e2, Real.cosh_neg, key, Real.exp_zero]
    · have e1 : -τ * interaction U 0 1 = τ * U / 2 := by unfold interaction; ring
      have e2 : lam * (0 + 1 - 1) = 0 := by ring
      rw [e1, e2, Real.cosh_zero, mul_one]
    · have e1 : -τ * interaction U 1 0 = τ * U / 2 := by unfold interaction; ring
      have e2 : lam * (1 + 0 - 1) = 0 := by ring
      rw [e1, e2, Real.cosh_zero, mul_one]
    · have e1 : -τ * interaction U 1 1 = 0 := by unfold interaction; ring
      have e2 : lam * (1 + 1 - 1) = lam := by ring
      rw [e1, e2, key, Real.exp_zero]

/-- The value `+1` or `-1` of an Ising field labelled by a Boolean. -/
def isingValue (s : Bool) : ℝ := if s then 1 else -1

/-- The occupation number `1` or `0` of a filled or empty spin orbital. -/
def occ (b : Bool) : ℝ := if b then 1 else 0

variable {ι : Type*} [Fintype ι] [DecidableEq ι]

/-- On a cluster of `N` sites with `cosh (lam i) = exp (τ U i / 2)` at every site, the weight of
the total interaction energy is `2⁻ᴺ` times the sum over all Ising configurations `s` of
`exp (∑ i, lam i * s i * (a i - b i))`, for occupations `a i`, `b i` equal to `0` or `1`. -/
theorem cluster_decoupling (τ : ℝ) (U lam a b : ι → ℝ)
    (hl : ∀ i, Real.cosh (lam i) = Real.exp (τ * U i / 2))
    (ha : ∀ i, IsOccupation (a i)) (hb : ∀ i, IsOccupation (b i)) :
    Real.exp (-τ * ∑ i, interaction (U i) (a i) (b i))
      = (1 / 2 : ℝ) ^ Fintype.card ι *
        ∑ s : ι → Bool, Real.exp (∑ i, lam i * isingValue (s i) * (a i - b i)) := by
  have ht : isingValue true = 1 := by simp [isingValue]
  have hf : isingValue false = -1 := by simp [isingValue]
  have hsite : ∀ i, Real.exp (-τ * interaction (U i) (a i) (b i))
      = (1 / 2 : ℝ) * ∑ t : Bool, Real.exp (lam i * isingValue t * (a i - b i)) := by
    intro i
    rw [(spin_decoupling_iff τ (U i) (lam i)).mpr (hl i) (a i) (b i) (ha i) (hb i)]
    simp only [Fintype.sum_bool, ht, hf, isingAverage]
    ring
  -- a product of site sums is a sum over field configurations
  have hp := Finset.prod_univ_sum (fun _ : ι => (Finset.univ : Finset Bool))
    (fun i t => Real.exp (lam i * isingValue t * (a i - b i)))
  rw [Fintype.piFinset_univ] at hp
  calc Real.exp (-τ * ∑ i, interaction (U i) (a i) (b i))
      = ∏ i, Real.exp (-τ * interaction (U i) (a i) (b i)) := by
        rw [Finset.mul_sum, Real.exp_sum]
    _ = ∏ i, ((1 / 2 : ℝ) * ∑ t : Bool, Real.exp (lam i * isingValue t * (a i - b i))) :=
        Finset.prod_congr rfl fun i _ => hsite i
    _ = (1 / 2 : ℝ) ^ Fintype.card ι *
          ∏ i, ∑ t : Bool, Real.exp (lam i * isingValue t * (a i - b i)) := by
        rw [Finset.prod_mul_distrib, Finset.prod_const, Finset.card_univ]
    _ = (1 / 2 : ℝ) ^ Fintype.card ι *
          ∑ s : ι → Bool, Real.exp (∑ i, lam i * isingValue (s i) * (a i - b i)) := by
        simp only [Real.exp_sum]
        exact congrArg (fun x => (1 / 2 : ℝ) ^ Fintype.card ι * x) hp

/-- The occupation-number basis of a cluster: a pattern of up electrons and a pattern of
down electrons. -/
abbrev Fock (ι : Type*) := (ι → Bool) × (ι → Bool)

/-- The number operator of up electrons at site `i`, diagonal in the occupation basis. -/
def nUp (i : ι) : Matrix (Fock ι) (Fock ι) ℝ := Matrix.diagonal fun c => occ (c.1 i)

/-- The number operator of down electrons at site `i`, diagonal in the occupation basis. -/
def nDn (i : ι) : Matrix (Fock ι) (Fock ι) ℝ := Matrix.diagonal fun c => occ (c.2 i)

/-- The interaction Hamiltonian `∑ i, U i (n↑ n↓ - (n↑ + n↓)/2)`. -/
def interactionHamiltonian (U : ι → ℝ) : Matrix (Fock ι) (Fock ι) ℝ :=
  ∑ i, U i • (nUp i * nDn i - (1 / 2 : ℝ) • (nUp i + nDn i))

/-- The one-body operator `∑ i, lam i * s i * (n↑ - n↓)` for the Ising configuration `s`. -/
def fieldOperator (lam : ι → ℝ) (s : ι → Bool) : Matrix (Fock ι) (Fock ι) ℝ :=
  ∑ i, (lam i * isingValue (s i)) • (nUp i - nDn i)

/-- The exponential of a real diagonal operator is diagonal, with exponentiated entries. -/
theorem exp_diagonal_real {n : Type*} [Fintype n] [DecidableEq n] (v : n → ℝ) :
    NormedSpace.exp (Matrix.diagonal v) = Matrix.diagonal fun i => Real.exp (v i) := by
  rw [Matrix.exp_diagonal]
  refine congrArg Matrix.diagonal (funext fun i => ?_)
  exact (Pi.coe_exp v i).trans (by rw [Real.exp_eq_exp_ℝ])

/-- Operator form on a cluster of `N` sites: if `cosh (lam i) = exp (τ U i / 2)` at every site,
then `exp (-τ H_U)` is `2⁻ᴺ` times the sum over Ising configurations `s` of
`exp (∑ i, lam i * s i * (n↑ - n↓))`. -/
theorem operator_decoupling (τ : ℝ) (U lam : ι → ℝ)
    (hl : ∀ i, Real.cosh (lam i) = Real.exp (τ * U i / 2)) :
    NormedSpace.exp ((-τ) • interactionHamiltonian U)
      = ((1 / 2 : ℝ) ^ Fintype.card ι) •
        ∑ s : ι → Bool, NormedSpace.exp (fieldOperator lam s) := by
  have hocc : ∀ x : Bool, IsOccupation (occ x) := by
    intro x
    cases x <;> simp [IsOccupation, occ]
  -- both exponents are diagonal in the occupation basis
  have hH : (-τ) • interactionHamiltonian U = Matrix.diagonal fun c : Fock ι =>
      -τ * ∑ i, interaction (U i) (occ (c.1 i)) (occ (c.2 i)) := by
    ext c d
    simp only [interactionHamiltonian, nUp, nDn, Matrix.diagonal_mul_diagonal,
      Matrix.smul_apply, Matrix.sum_apply, Matrix.sub_apply, Matrix.add_apply,
      Matrix.diagonal_apply, smul_eq_mul]
    by_cases h : c = d
    · simp only [if_pos h, interaction]
      exact congrArg (fun x => -τ * x) (Finset.sum_congr rfl fun i _ => by ring)
    · simp only [if_neg h]
      simp
  have hF : ∀ s : ι → Bool, fieldOperator lam s = Matrix.diagonal fun c : Fock ι =>
      ∑ i, lam i * isingValue (s i) * (occ (c.1 i) - occ (c.2 i)) := by
    intro s
    ext c d
    simp only [fieldOperator, nUp, nDn, Matrix.smul_apply, Matrix.sum_apply,
      Matrix.sub_apply, Matrix.diagonal_apply, smul_eq_mul]
    by_cases h : c = d
    · simp only [if_pos h]
    · simp only [if_neg h]
      simp
  rw [hH, exp_diagonal_real]
  simp only [hF, exp_diagonal_real]
  ext c d
  simp only [Matrix.smul_apply, Matrix.sum_apply, Matrix.diagonal_apply, smul_eq_mul]
  by_cases h : c = d
  · -- each diagonal entry is the cluster identity for numbers
    simp only [if_pos h]
    exact cluster_decoupling τ U lam (fun i => occ (c.1 i)) (fun i => occ (c.2 i)) hl
      (fun i => hocc _) (fun i => hocc _)
  · simp only [if_neg h]
    simp

end

end HirschDecoupling
```

```lean
#print axioms HirschDecoupling.spin_decoupling_iff
-- 'HirschDecoupling.spin_decoupling_iff' depends on axioms: [propext, Classical.choice, Quot.sound]
#print axioms HirschDecoupling.hirsch_decoupling
-- 'HirschDecoupling.hirsch_decoupling' depends on axioms: [propext, Classical.choice, Quot.sound]
#print axioms HirschDecoupling.charge_decoupling
-- 'HirschDecoupling.charge_decoupling' depends on axioms: [propext, Classical.choice, Quot.sound]
#print axioms HirschDecoupling.operator_decoupling
-- 'HirschDecoupling.operator_decoupling' depends on axioms: [propext, Classical.choice, Quot.sound]
```

## How the proof follows the table

`isingAverage_exp` turns the average into a cosh. `cosh_hirschCoupling` verifies the explicit logarithm through \((y+r)^{-1}=y-r\), and `exists_coupling_iff` adds the bound \(\cosh\ge1\). `coupling_unique` compares absolute values using the monotonicity of cosh.

In `spin_decoupling_iff`, the forward direction evaluates the identity at \((1,0)\); the reverse uses `rcases` to go through the four occupations. The main theorem combines this with the existence criterion.

`cluster_decoupling` turns the exponential of a sum into a product and expands it with `Finset.prod_univ_sum`. For operators, `hH` and `hF` show that both exponents are diagonal, `exp_diagonal_real` exponentiates their entries, and each diagonal entry reduces to the cluster identity.

## Attraction couples the field to charge

The same case check gives `charge_decoupling`. For \(\tau>0\), the equation \(\cosh\lambda=e^{-\tau U/2}\) has a real solution exactly when \(U\le0\), and then

\[
e^{-\tau U(ab-(a+b)/2)}=e^{\tau U/2}\,\tfrac12\sum_{s=\pm1}e^{\lambda s(a+b-1)}.
\]

The field now acts on empty and doubly occupied sites, where \(a+b-1=\mp1\), and leaves singly occupied ones alone.

## The step in determinant quantum Monte Carlo

In a determinant Monte Carlo simulation of the repulsive Hubbard model, this identity can handle the interaction factor of each time slice, while separating that factor from the hopping introduces a Trotter error that the theorems do not address. With slice length \(\Delta\tau\), a code can compute `lambda = arccosh(exp(dtau*U/2))` once and store one \(s_i=\pm1\) per site and slice. The one-particle propagators then acquire diagonal factors \(e^{\lambda s_i}\) for up electrons and \(e^{-\lambda s_i}\) for down electrons.
